# The exponential of a finite real matrix whose square is zero is the identity plus the matrix

If a real matrix `T` represents an operator in a finite basis and applying it twice always gives zero, its exponential is exactly `1 + T`. The theorem `exp_of_sq_zero` assumes only `T * T = 0`; it does not require `T` to be symmetric or small. The proof writes the exponential as a power series and shows that every term outside `Finset.range 2`, that is, every term of order two or higher, vanishes because it contains the factor `T * T`. The infinite sum then reduces to the terms of order zero and one.

The failing Lean file:

```lean
import Mathlib

open Matrix

namespace EOMTransitionStrength

noncomputable section

variable {𝕜 n : Type*} [RCLike 𝕜] [Fintype n] [DecidableEq n]

/-- If `T² = 0`, the exponential series stops after the linear term. -/
theorem exp_of_sq_zero (T : Matrix n n ℝ) (h : T * T = 0) : NormedSpace.exp T = 1 + T := by
  rw [NormedSpace.exp_eq_tsum (𝕂 := ℝ)]
  have h2 : ∀ k ∉ Finset.range 2, ((k.factorial : ℝ)⁻¹) • T ^ k = 0 := by
    intro k hk
    obtain ⟨m, rfl⟩ := Nat.exists_eq_add_of_le (show 2 ≤ k by simpa using hk)
    rw [pow_add, pow_two, h, zero_mul, smul_zero]
  exact (tsum_eq_sum h2).trans (by simp [Finset.sum_range_succ])

end

end EOMTransitionStrength
```

Compiling this gives:

```
Main.lean:16:62: error: Type mismatch: After simplification, term
  hk
 has type
  1 < k
but is expected to have type
  2 ≤ k
```

The repair, with which the file compiles:

```diff
@@ -14,5 +14,6 @@
   have h2 : ∀ k ∉ Finset.range 2, ((k.factorial : ℝ)⁻¹) • T ^ k = 0 := by
     intro k hk
-    obtain ⟨m, rfl⟩ := Nat.exists_eq_add_of_le (show 2 ≤ k by simpa using hk)
+    have hk' : ¬ k < 2 := fun h3 => hk (Finset.mem_range.mpr h3)
+    obtain ⟨m, rfl⟩ := Nat.exists_eq_add_of_le (show 2 ≤ k by omega)
     rw [pow_add, pow_two, h, zero_mul, smul_zero]
   exact (tsum_eq_sum h2).trans (by simp [Finset.sum_range_succ])
```

Diagnosis. The error is in the step that derives `2 ≤ k` from `hk`, which says that `k` is not in `Finset.range 2`. `simpa using hk` simplifies the goal and the type of `hk` separately, then checks whether the two results match. Here `hk` became `1 < k`, while the goal stayed `2 ≤ k`. On natural numbers `1 < k` is defined as `1 + 1 ≤ k`, so the two agree by definition, but the final check in `simpa` does not unfold `<` to see this. It therefore reports a type mismatch, although the mathematical step is correct.

The repair no longer depends on the form that simplification chooses. The new line proves `hk' : ¬ k < 2` directly: if `k < 2` held, `Finset.mem_range.mpr` would put `k` in the range, contradicting `hk`. From `hk'`, `omega` proves `2 ≤ k` by linear arithmetic on natural numbers. Both changes belong to this one repair, since `hk'` restates the set membership as an inequality that `omega` can use. The rest of the proof is unchanged.
